# A matrix commutes with a Hermitian Hamiltonian exactly when it has no elements between eigenstates of different energy

The theorem `commute_hamiltonian_iff` concerns a finite-dimensional Hamiltonian, given as a Hermitian complex matrix `H`, and an arbitrary complex matrix `X` of the same size, which need not be Hermitian. It states that `X` commutes with `H` if and only if, in the orthonormal eigenbasis of `H` supplied by Mathlib, every matrix element of `X` between eigenvectors with different eigenvalues is zero. Elements between eigenvectors of equal energy are unrestricted. The proof applies the general lemma `commute_conj_diagonal_iff` to the unitary matrix of eigenvectors and its adjoint, uses the spectral decomposition to recognise `H` in the result, and leaves the last adjustment of form to `simpa only`.

This version doesn't compile in Lean 4 with Mathlib:

```lean
import Mathlib

open Matrix
open scoped Real

namespace CommuteHamiltonianIff

noncomputable section

variable {n : Type*} [Fintype n] [DecidableEq n] {H : Matrix n n ℂ}

/-- The matrix of `X` in an orthonormal eigenbasis of the Hermitian matrix `H`. -/
def inEigenbasis (hH : H.IsHermitian) (X : Matrix n n ℂ) : Matrix n n ℂ :=
  star (hH.eigenvectorUnitary : Matrix n n ℂ) * X * (hH.eigenvectorUnitary : Matrix n n ℂ)

/-- For `V W = 1`, a matrix `X` commutes with `V D W`, `D` diagonal, exactly when `W X V` has
no elements between different diagonal values of `D`. -/
theorem commute_conj_diagonal_iff {V W : Matrix n n ℂ} (hVW : V * W = 1) (d : n → ℂ)
    (X : Matrix n n ℂ) :
    Commute X (V * diagonal d * W) ↔ ∀ i j, d i ≠ d j → (W * X * V) i j = 0 := by
  have hWV : W * V = 1 := mul_eq_one_comm.mp hVW
  constructor
  · intro h i j hij
    -- pass to the basis in which the second matrix is diagonal
    have hD : W * X * V * diagonal d = diagonal d * (W * X * V) := by
      calc W * X * V * diagonal d = W * X * V * diagonal d * (W * V) := by rw [hWV, mul_one]
        _ = W * (X * (V * diagonal d * W)) * V := by simp only [mul_assoc]
        _ = W * ((V * diagonal d * W) * X) * V := by rw [h.eq]
        _ = (W * V) * diagonal d * (W * X * V) := by simp only [mul_assoc]
        _ = diagonal d * (W * X * V) := by rw [hWV, one_mul]
    have he := congrFun (congrFun hD i) j
    rw [mul_diagonal, diagonal_mul] at he
    have hz : (d i - d j) * (W * X * V) i j = 0 := by linear_combination -he
    exact (mul_eq_zero.mp hz).resolve_left (sub_ne_zero.mpr hij)
  · intro h
    have hD : W * X * V * diagonal d = diagonal d * (W * X * V) := by
      ext i j
      rw [mul_diagonal, diagonal_mul]
      by_cases hij : d i = d j
      · rw [hij, mul_comm]
      · rw [h i j hij, zero_mul, mul_zero]
    calc X * (V * diagonal d * W) = (V * W) * X * (V * diagonal d * W) := by rw [hVW, one_mul]
      _ = V * (W * X * V * diagonal d) * W := by simp only [mul_assoc]
      _ = V * (diagonal d * (W * X * V)) * W := by rw [hD]
      _ = (V * diagonal d * W) * X * (V * W) := by simp only [mul_assoc]
      _ = (V * diagonal d * W) * X := by rw [hVW, mul_one]

/-- A Hermitian Hamiltonian is diagonal in its eigenbasis, with the energies as entries. -/
theorem hamiltonian_eq (hH : H.IsHermitian) :
    H = (hH.eigenvectorUnitary : Matrix n n ℂ) * diagonal (fun i => (hH.eigenvalues i : ℂ)) *
      star (hH.eigenvectorUnitary : Matrix n n ℂ) :=
  hH.spectral_theorem.trans (Unitary.conjStarAlgAut_apply _ _)

/-- Selection rule for a conserved quantity: `X` commutes with a Hermitian `H` exactly when it
has no matrix elements between eigenstates of different energy. -/
theorem commute_hamiltonian_iff (hH : H.IsHermitian) (X : Matrix n n ℂ) :
    Commute X H ↔
      ∀ i j, hH.eigenvalues i ≠ hH.eigenvalues j → inEigenbasis hH X i j = 0 := by
  have h := commute_conj_diagonal_iff (mem_unitaryGroup_iff.mp hH.eigenvectorUnitary.2)
    (fun i => (hH.eigenvalues i : ℂ)) X
  rw [← hamiltonian_eq hH] at h
  simpa only [ne_eq, Complex.ofReal_inj] using h

end

end CommuteHamiltonianIff
```

The error:

```
Main.lean:62:2: error: Type mismatch: After simplification, term
  h
 has type
  Iff (Commute X H)
    (∀ (i j : n),
      ¬hH.eigenvalues i = hH.eigenvalues j → (star ↑hH.eigenvectorUnitary * X * ↑hH.eigenvectorUnitary) i j = 0)
but is expected to have type
  Iff (Commute X H) (∀ (i j : n), ¬hH.eigenvalues i = hH.eigenvalues j → inEigenbasis hH X i j = 0)
```

Cause. The message shows two equivalences that differ in one place. The hypothesis `h` has the matrix element of the explicit product `star ↑hH.eigenvectorUnitary * X * ↑hH.eigenvectorUnitary`, while the goal has that of `inEigenbasis hH X`. These are equal by the definition of `inEigenbasis`, so the mathematics is sound.

The two lemmas given to `simpa only` did their work: `ne_eq` wrote `≠` as a negated equality, and `Complex.ofReal_inj` turned equality of the eigenvalues as complex numbers into equality as reals. But `simp only` does not unfold an ordinary definition such as `inEigenbasis` unless it is told to, and the final comparison of `h` with the goal did not unfold it either. Hence the type mismatch.

The repair adds `inEigenbasis` to the list. The simplifier then replaces it in the goal by the product that defines it, and the two statements agree.

As a diff, the version that Lean accepts:

```diff
@@ -60,5 +60,5 @@
     (fun i => (hH.eigenvalues i : ℂ)) X
   rw [← hamiltonian_eq hH] at h
-  simpa only [ne_eq, Complex.ofReal_inj] using h
+  simpa only [ne_eq, Complex.ofReal_inj, inEigenbasis] using h
 
 end
```
